# The ground energy lies between E and the lowest effective eigenvalue at E, for any E below the outer-block spectrum

An energy level is modelled here as a real number that has a nonzero eigenvector, and the ground energy as the least such number. With this definition, the file below proves that the ground energy of a finite Hermitian block matrix lies between a real number $E$ and the lowest eigenvalue of the effective Hamiltonian at $E$, provided that the outer block minus $E$ is positive definite.

```lean
import Mathlib

open Matrix
open scoped ComplexOrder

namespace GroundStateBracketing

noncomputable section

variable {n p q : Type*} [Fintype n] [DecidableEq n] [Fintype p] [DecidableEq p]
  [Fintype q] [DecidableEq q]

/-- The real energy levels of a matrix: real numbers that have a nonzero eigenvector. -/
def levels (M : Matrix n n ℂ) : Set ℝ :=
  {μ | ∃ v : n → ℂ, v ≠ 0 ∧ M *ᵥ v = (μ : ℂ) • v}

/-- The number `e` is the lowest energy level of `M`. -/
def IsGroundEnergy (M : Matrix n n ℂ) (e : ℝ) : Prop := IsLeast (levels M) e

/-- The squared norm of a state vector. -/
def weight (v : n → ℂ) : ℝ := ∑ i, Complex.normSq (v i)

/-- The unnormalised energy expectation value, the real part of `⟨v, M v⟩`. -/
def energy (M : Matrix n n ℂ) (v : n → ℂ) : ℝ := (star v ⬝ᵥ M *ᵥ v).re

/-- The energy-dependent effective Hamiltonian `A + B (E - D)⁻¹ B*` of the model space. -/
def effective (A : Matrix p p ℂ) (B : Matrix p q ℂ) (D : Matrix q q ℂ) (E : ℝ) :
    Matrix p p ℂ :=
  A + B * ((E : ℂ) • (1 : Matrix q q ℂ) - D)⁻¹ * Bᴴ

omit [DecidableEq n] in
/-- A nonzero state vector has positive squared norm. -/
theorem weight_pos {v : n → ℂ} (hv : v ≠ 0) : 0 < weight v := by
  obtain ⟨i, hi⟩ := Function.ne_iff.1 hv
  exact Finset.sum_pos' (fun j _ => Complex.normSq_nonneg _)
    ⟨i, Finset.mem_univ i, Complex.normSq_pos.2 hi⟩

/-- Shifting the zero of energy by `E` lowers the energy form by `E` times the squared norm. -/
theorem energy_shift (M : Matrix n n ℂ) (E : ℝ) (v : n → ℂ) :
    energy (M - (E : ℂ) • (1 : Matrix n n ℂ)) v = energy M v - E * weight v := by
  have hw : (star v ⬝ᵥ v).re = weight v := by
    simp [weight, dotProduct, Complex.normSq_apply, Complex.mul_re]
  rw [energy, Matrix.sub_mulVec, Matrix.smul_mulVec, Matrix.one_mulVec, dotProduct_sub,
    dotProduct_smul, smul_eq_mul, Complex.sub_re, Complex.re_ofReal_mul, hw, energy]

/-- In an eigenstate the energy form is the level times the squared norm. -/
theorem energy_eigenstate {M : Matrix n n ℂ} {μ : ℝ} {v : n → ℂ}
    (h : M *ᵥ v = (μ : ℂ) • v) : energy M v = μ * weight v := by
  have h0 : energy (M - (μ : ℂ) • (1 : Matrix n n ℂ)) v = 0 := by
    rw [energy, Matrix.sub_mulVec, Matrix.smul_mulVec, Matrix.one_mulVec, h, sub_self,
      dotProduct_zero, Complex.zero_re]
  rw [energy_shift] at h0
  linarith

/-- Each eigenvalue in the spectral decomposition of a Hermitian matrix is an energy level. -/
theorem eigenvalue_mem_levels {M : Matrix n n ℂ} (hM : M.IsHermitian) (i : n) :
    hM.eigenvalues i ∈ levels M := by
  refine ⟨(hM.eigenvectorBasis i).ofLp, fun h0 => ?_, ?_⟩
  · apply hM.eigenvectorBasis.orthonormal.ne_zero i
    ext j
    exact congrFun h0 j
  · have h := hM.mulVec_eigenvectorBasis i
    rw [h]
    ext j
    simp only [Pi.smul_apply, Complex.real_smul, smul_eq_mul]

/-- A Hermitian matrix on a nonempty finite basis has a lowest energy level. -/
theorem exists_groundEnergy [Nonempty n] {M : Matrix n n ℂ} (hM : M.IsHermitian) :
    ∃ e, IsGroundEnergy M e := by
  -- the levels are roots of the characteristic polynomial, so there are finitely many
  have hfin : (levels M).Finite := by
    refine ((M.charpoly.roots.toFinset.finite_toSet).preimage
      Complex.ofReal_injective.injOn).subset ?_
    rintro μ ⟨v, hv, h⟩
    have hdet : (Matrix.scalar n (μ : ℂ) - M).det = 0 := by
      refine Matrix.exists_mulVec_eq_zero_iff.1 ⟨v, hv, ?_⟩
      rw [Matrix.sub_mulVec, h]
      ext j
      simp [Matrix.scalar_apply]
    simp only [Set.mem_preimage, Finset.mem_coe, Multiset.mem_toFinset]
    rw [Polynomial.mem_roots M.charpoly_monic.ne_zero, Polynomial.IsRoot.def,
      Matrix.eval_charpoly]
    exact hdet
  obtain ⟨e, he, hmin⟩ := Set.exists_min_image (levels M) id hfin
    ⟨_, eigenvalue_mem_levels hM (Classical.arbitrary n)⟩
  exact ⟨e, he, fun b hb => hmin b hb⟩

/-- Variational principle: the energy form of any state is at least the ground energy times
the squared norm. -/
theorem variational {M : Matrix n n ℂ} (hM : M.IsHermitian) {e : ℝ}
    (h : IsGroundEnergy M e) (v : n → ℂ) : e * weight v ≤ energy M v := by
  have hN : (M - (e : ℂ) • (1 : Matrix n n ℂ)).IsHermitian :=
    hM.sub (by simp [Matrix.IsHermitian, Matrix.conjTranspose_smul])
  -- every eigenvalue of the shifted matrix is nonnegative
  have hp := hN.posSemidef_iff_eigenvalues_nonneg.2 (fun i => by
    show (0 : ℝ) ≤ hN.eigenvalues i
    obtain ⟨u, hu, hi⟩ := eigenvalue_mem_levels hN i
    rw [Matrix.sub_mulVec, Matrix.smul_mulVec, Matrix.one_mulVec, sub_eq_iff_eq_add] at hi
    have hle : e ≤ hN.eigenvalues i + e :=
      h.2 ⟨u, hu, by rw [hi, Complex.ofReal_add, add_smul]⟩
    linarith)
  have h2 : 0 ≤ energy (M - (e : ℂ) • (1 : Matrix n n ℂ)) v :=
    (Complex.le_def.1 (hp.dotProduct_mulVec_nonneg v)).1
  rw [energy_shift] at h2
  linarith

omit [Fintype p] [DecidableEq p] in
/-- The effective Hamiltonian written with the positive denominator `D - E`. -/
theorem effective_eq (A : Matrix p p ℂ) (B : Matrix p q ℂ) {D : Matrix q q ℂ} {E : ℝ}
    (hK : (D - (E : ℂ) • (1 : Matrix q q ℂ)).PosDef) :
    effective A B D E = A - B * (D - (E : ℂ) • (1 : Matrix q q ℂ))⁻¹ * Bᴴ := by
  have hu := (Matrix.isUnit_iff_isUnit_det _).1 hK.isUnit
  have hinv : ((E : ℂ) • (1 : Matrix q q ℂ) - D)⁻¹
      = -(D - (E : ℂ) • (1 : Matrix q q ℂ))⁻¹ := by
    apply Matrix.inv_eq_right_inv
    rw [← neg_sub D, neg_mul_neg, Matrix.mul_nonsing_inv _ hu]
  rw [effective, hinv, Matrix.mul_neg, Matrix.neg_mul, ← sub_eq_add_neg]

/-- Completing the square: the energy of `(x, y)` relative to `E` is the effective energy of `x`
relative to `E` plus the `D - E` energy of the displaced outer component. -/
theorem completed_square (A : Matrix p p ℂ) (B : Matrix p q ℂ) {D : Matrix q q ℂ} {E : ℝ}
    (hK : (D - (E : ℂ) • (1 : Matrix q q ℂ)).PosDef) (x : p → ℂ) (y : q → ℂ) :
    energy (fromBlocks A B Bᴴ D) (Sum.elim x y) - E * weight (Sum.elim x y)
      = energy (effective A B D E) x - E * weight x
        + energy (D - (E : ℂ) • (1 : Matrix q q ℂ))
          (((D - (E : ℂ) • (1 : Matrix q q ℂ))⁻¹ * Bᴴ) *ᵥ x + y) := by
  have hH : fromBlocks A B Bᴴ D - (E : ℂ) • (1 : Matrix (p ⊕ q) (p ⊕ q) ℂ)
      = fromBlocks (A - (E : ℂ) • (1 : Matrix p p ℂ)) B Bᴴ
        (D - (E : ℂ) • (1 : Matrix q q ℂ)) := by
    ext (i | i) (j | j) <;> simp [Matrix.one_apply]
  rw [← energy_shift, ← energy_shift, hH, effective_eq A B hK, sub_right_comm]
  let := hK.isUnit.invertible
  have h := congrArg Complex.re (Matrix.schur_complement_eq₂₂
    (A - (E : ℂ) • (1 : Matrix p p ℂ)) B x y hK.isHermitian)
  rw [Complex.add_re] at h
  simp only [energy, Matrix.dotProduct_mulVec]
  linarith

/-- Ground-state bracketing: if `D - E` is positive definite, the ground energy of the full
Hamiltonian lies between `E` and the ground energy `ε` of the effective Hamiltonian at `E`,
and it equals `E` exactly when `ε` does. -/
theorem ground_state_bracketing {A : Matrix p p ℂ} {B : Matrix p q ℂ} {D : Matrix q q ℂ}
    {E ε E₀ : ℝ} (hH : (fromBlocks A B Bᴴ D).IsHermitian)
    (hK : (D - (E : ℂ) • (1 : Matrix q q ℂ)).PosDef)
    (hε : IsGroundEnergy (effective A B D E) ε)
    (h₀ : IsGroundEnergy (fromBlocks A B Bᴴ D) E₀) :
    E₀ ∈ Set.uIcc E ε ∧ (E₀ = E ↔ ε = E) := by
  have hF : (effective A B D E).IsHermitian := by
    rw [effective_eq A B hK]
    exact (Matrix.isHermitian_fromBlocks_iff.1 hH).1.sub
      (Matrix.isHermitian_mul_mul_conjTranspose B hK.isHermitian.inv)
  have hadd : ∀ (a : p → ℂ) (b : q → ℂ), weight (Sum.elim a b) = weight a + weight b :=
    fun a b => by simp [weight, Fintype.sum_sum_type]
  have hp : ∀ a : p → ℂ, 0 ≤ weight a := fun a =>
    Finset.sum_nonneg fun i _ => Complex.normSq_nonneg _
  have hq : ∀ b : q → ℂ, 0 ≤ weight b := fun b =>
    Finset.sum_nonneg fun i _ => Complex.normSq_nonneg _
  obtain ⟨v, hv, hHv⟩ := h₀.1
  obtain ⟨x, hx, hFx⟩ := hε.1
  obtain ⟨a, b, rfl⟩ : ∃ a b, v = Sum.elim a b :=
    ⟨v ∘ Sum.inl, v ∘ Sum.inr, (Sum.elim_comp_inl_inr v).symm⟩
  have hW := weight_pos hv
  have hwx := weight_pos hx
  -- lower bound: drop the nonnegative square in the true ground state
  have hsq := completed_square A B hK a b
  rw [energy_eigenstate hHv] at hsq
  have hKn := (Complex.le_def.1 (hK.posSemidef.dotProduct_mulVec_nonneg
    (((D - (E : ℂ) • (1 : Matrix q q ℂ))⁻¹ * Bᴴ) *ᵥ a + b))).1
  change 0 ≤ energy _ _ at hKn
  have hva := variational hF hε a
  have hlow : (ε - E) * weight a ≤ (E₀ - E) * weight (Sum.elim a b) := by linarith
  -- upper bound: dress the effective ground state so that the square vanishes
  obtain ⟨y, hy⟩ : ∃ y, y = -(((D - (E : ℂ) • (1 : Matrix q q ℂ))⁻¹ * Bᴴ) *ᵥ x) := ⟨_, rfl⟩
  have htr := completed_square A B hK x y
  have hz : energy (D - (E : ℂ) • (1 : Matrix q q ℂ)) 0 = 0 := by simp [energy]
  rw [energy_eigenstate hFx, hy, add_neg_cancel, hz, ← hy] at htr
  have hvx := variational hH h₀ (Sum.elim x y)
  have hup : (E₀ - E) * (weight x + weight y) ≤ (ε - E) * weight x := by
    rw [← hadd]
    linarith
  have hwy := hq y
  have hlt : ε < E → E₀ < E := fun h => by
    by_contra hc
    nlinarith [mul_nonneg (sub_nonneg.2 (not_lt.1 hc)) (add_nonneg hwx.le hwy),
      mul_pos (sub_pos.2 h) hwx]
  have hgt : E < ε → E < E₀ := fun h => by
    have hpos : 0 < (E₀ - E) * weight (Sum.elim a b) := by
      by_cases ha : a = 0
      · -- a state without model-space component has energy above `E`
        have hb : b ≠ 0 := fun hb => hv (by
          rw [ha, hb]
          funext i
          rcases i with i | i <;> rfl)
        have hKb := (Complex.lt_def.1 (hK.dotProduct_mulVec_pos hb)).1
        change 0 < energy _ _ at hKb
        have hw0 : weight a = 0 := by simp [ha, weight]
        have he0 : energy (effective A B D E) a = 0 := by simp [ha, energy]
        rw [he0, hw0, ha, Matrix.mulVec_zero, zero_add, ← ha] at hsq
        linarith
      · exact lt_of_lt_of_le (mul_pos (sub_pos.2 h) (weight_pos ha)) hlow
    exact sub_pos.1 (pos_of_mul_pos_left hpos hW.le)
  have hmem : E₀ ∈ Set.uIcc E ε := by
    rw [Set.mem_uIcc]
    rcases le_or_gt E ε with h | h
    · have h1 : E ≤ E₀ := by
        by_contra hc
        nlinarith [mul_pos (sub_pos.2 (not_le.1 hc)) hW,
          mul_nonneg (sub_nonneg.2 h) (hp a)]
      refine Or.inl ⟨h1, ?_⟩
      by_contra hc
      nlinarith [mul_pos (sub_pos.2 (not_le.1 hc)) hwx, mul_nonneg (sub_nonneg.2 h1) hwy]
    · refine Or.inr ⟨?_, (hlt h).le⟩
      by_contra hc
      have hs := hadd a b
      nlinarith [mul_pos (sub_pos.2 (not_le.1 hc)) hW,
        mul_nonneg (sub_pos.2 h).le (hq b)]
  refine ⟨hmem, fun h => ?_, fun h => ?_⟩
  · rcases lt_trichotomy ε E with h1 | h1 | h1
    · exact absurd h (hlt h1).ne
    · exact h1
    · exact absurd h (hgt h1).ne'
  · rw [h, Set.uIcc_self] at hmem
    exact hmem

end

end GroundStateBracketing
```

```lean
#print axioms GroundStateBracketing.exists_groundEnergy
-- 'GroundStateBracketing.exists_groundEnergy' depends on axioms: [propext, Classical.choice, Quot.sound]
#print axioms GroundStateBracketing.ground_state_bracketing
-- 'GroundStateBracketing.ground_state_bracketing' depends on axioms: [propext, Classical.choice, Quot.sound]
```

## Two blocks and an energy-dependent Hamiltonian

Split a finite orthonormal basis into a model space, indexed by `p`, and an outer space, indexed by `q`. The Hamiltonian and its effective counterpart on the model space are

$$H=\begin{pmatrix}A&B\\B^*&D\end{pmatrix},\qquad F(E)=A+B(E-D)^{-1}B^*.$$

In Lean these are `fromBlocks A B Bᴴ D` and `effective A B D E`. A state $v=(x,y)$ is written `Sum.elim x y`, `weight v` is $\|v\|^2$, and `energy M v` is the real part of $\langle v,Mv\rangle$. Vectors are not normalised, so the expectation value in a nonzero state is `energy M v` divided by `weight v`.

The theorem `ground_state_bracketing` has four hypotheses:

- `hH`: $H$ is Hermitian.
- `hK`: $K=D-E$ is positive definite. Physically, every state confined to the outer space has an energy expectation value above $E$.
- `hε`: $\varepsilon$ is the ground energy of $F(E)$.
- `h₀`: $E_0$ is the ground energy of $H$.

The conclusion is that $E_0$ belongs to `Set.uIcc E ε`, the closed interval with endpoints $E$ and $\varepsilon$ in whichever order they come, and that $E_0=E$ exactly when $\varepsilon=E$.

The model space is nonempty because $F(E)$ has an eigenvector by `hε`; the outer space may be empty. The two ground energies enter as hypotheses, but `exists_groundEnergy` supplies one for every Hermitian matrix on a nonempty finite basis. Its proof notes that levels are roots of the characteristic polynomial, hence finitely many, and that the spectral theorem provides at least one.

For a configuration-interaction matrix in a finite basis, one exact evaluation of $\varepsilon$ at a trial energy $E$ satisfying `hK` therefore encloses the lowest eigenvalue of that matrix. The interval says nothing about the error of the basis itself, and the theorem does not cover an approximate inverse of $E-D$.

## The variational bound

Let $e$ be the ground energy of a Hermitian matrix $M$. If $\lambda$ is an eigenvalue of $M-e$, then $\lambda+e$ is a level of $M$, so $\lambda+e\ge e$ and $\lambda\ge0$. A Hermitian matrix with nonnegative eigenvalues is positive semidefinite, which gives

$$e\,\|v\|^2\le\langle v,Mv\rangle\quad\text{for every }v.$$

This is `variational`. The lemma `energy_shift` handles the subtraction of $e$, and `energy_eigenstate` gives equality in an eigenstate of level $e$.

## Completing the square

Since $(E-D)^{-1}=-K^{-1}$, the effective Hamiltonian is $F=A-BK^{-1}B^*$, as `effective_eq` states. It is therefore Hermitian, and the variational bound applies to it too. Expanding the energy of $v=(x,y)$ relative to $E$ gives

$$\langle v,(H-E)v\rangle=\langle x,(A-E)x\rangle+2\,\mathrm{Re}\langle x,By\rangle+\langle y,Ky\rangle.$$

Put $w=y+K^{-1}B^*x$. Then

$$\langle w,Kw\rangle=\langle y,Ky\rangle+2\,\mathrm{Re}\langle x,By\rangle+\langle x,BK^{-1}B^*x\rangle,$$

and subtracting the two lines leaves

$$\langle v,(H-E)v\rangle=\langle x,(F-E)x\rangle+\langle w,Kw\rangle.$$

This is `completed_square`. Lean obtains it from Mathlib's Schur complement identity `Matrix.schur_complement_eq₂₂`, applied to the blocks of $H-E$.

## Two inequalities from two ground states

Take a ground state $(a,b)$ of $H$. The left side of the identity is $(E_0-E)(\|a\|^2+\|b\|^2)$. On the right, the square is nonnegative, and the variational bound for $F$ controls the other term:

$$(\varepsilon-E)\|a\|^2\le(E_0-E)(\|a\|^2+\|b\|^2).\tag{1}$$

Now take a ground state $x$ of $F$ and choose $y=-K^{-1}B^*x$, so that $w=0$. The identity gives the trial state $(x,y)$ the energy $(\varepsilon-E)\|x\|^2$ relative to $E$. The variational bound for $H$ then yields

$$(E_0-E)(\|x\|^2+\|y\|^2)\le(\varepsilon-E)\|x\|^2.\tag{2}$$

These are `hlow` and `hup` in the main proof.

## The sign of ε − E fixes the order

Suppose $\varepsilon\ge E$. The left side of (1) is nonnegative and $(a,b)\ne0$, so $E_0\ge E$. Dropping the nonnegative term $(E_0-E)\|y\|^2$ from (2) leaves $(E_0-E)\|x\|^2\le(\varepsilon-E)\|x\|^2$. Since $x\ne0$, this means $E_0\le\varepsilon$.

Suppose instead $\varepsilon<E$. The right side of (2) is negative, so $E_0<E$. In (1), the factor $\varepsilon-E$ is negative and $\|a\|^2\le\|a\|^2+\|b\|^2$, so

$$(\varepsilon-E)(\|a\|^2+\|b\|^2)\le(E_0-E)(\|a\|^2+\|b\|^2),$$

and $\varepsilon\le E_0$. Lean proves these comparisons by assuming the opposite and letting `nlinarith` combine the relevant products into a contradiction.

## When the ground energy equals E

If $\varepsilon=E$, the interval is a single point and $E_0=E$. For the converse, it is enough that $E_0\neq E$ whenever $\varepsilon\neq E$. The case $\varepsilon<E$ has already given $E_0<E$, which is `hlt`.

For $\varepsilon>E$, the step `hgt` separates two possibilities. If $a\ne0$, the left side of (1) is strictly positive, so $E_0>E$. If $a=0$, inequality (1) only gives $E_0\ge E$, but then $b\ne0$ and $w=b$, and the completed square reads

$$(E_0-E)\|b\|^2=\langle b,Kb\rangle>0.$$

Again $E_0>E$. Strict positivity of $D-E$, which also guarantees that $K^{-1}$ exists, is used directly here: a ground state lying entirely in the outer space still has energy above $E$.
